# Negative image energy of a charge midway between a metal and a dielectric

The two faces enter only through point images: the response of the surroundings is represented by a list of mirror charges, not obtained by solving Poisson's equation in the layer. A charge $q$ sits at the origin in a layer of permittivity $\varepsilon$ and thickness $d$, with a metal face at $-d/2$ and a dielectric face at $d/2$. Units are Gaussian.

A mirror image has the charge of its source times the reflection coefficient of the face. For the metal the coefficient is $-1$, which makes the potential vanish on a single metal face; for the dielectric it is a number $k$, left free until the last two parts. In Lean an image is a pair (charge, position) on the axis normal to the faces, and `reflect` forms the mirror image of such a pair.

```lean
import Mathlib

open Real

namespace MetalDielectricImages

noncomputable section

/-- Mirror image of a point charge, given as (charge, position), in a plane at `a` with
reflection coefficient `r`. -/
def reflect (r a : ℝ) (p : ℝ × ℝ) : ℝ × ℝ := (r * p.1, 2 * a - p.2)
```

Alternate reflections in the two faces generate all the images. In `image q n r s a`, the last of the $n$ reflections is in the face at $a$ with coefficient $r$, the one before it in the face at $-a$ with coefficient $s$, and so on. Write $Q_n(r,s,a)$ and $X_n(r,s,a)$ for the charge and position of this image; for $n=0$ it is the charge $q$ itself.

```lean
/-- Image of a charge `q` at the origin after `n` alternate reflections in faces at `a` and `-a`
with coefficients `r` and `s`; the last reflection is in the face at `a`. -/
def image (q : ℝ) : ℕ → ℝ → ℝ → ℝ → ℝ × ℝ
  | 0, _, _, _ => (q, 0)
  | n + 1, r, s, a => reflect r a (image q n s r (-a))

/-- Coulomb potential at the origin of a point charge (charge, position) in a medium of
permittivity `eps`, for `eps ≠ 0` and a position other than the origin. -/
def coulomb (eps : ℝ) (p : ℝ × ℝ) : ℝ := p.1 / (eps * |p.2|)
```

The energy is $q/2$ times the potential of the images at the origin. The factor $1/2$ is the usual one for a linear response that is induced by the charge itself. For each number of reflections from one upwards there are two images, one behind each face, and `imageTerm` collects them. Its value $U_n$ belongs to $n+1$ reflections, so that $n=0$ gives the two nearest images.

```lean
/-- Half the charge `q` times the potential at the origin of its two images of `n + 1` reflections,
for a metal face at `-d/2` and a dielectric face of coefficient `k` at `d/2`; the domain is
`eps ≠ 0`, `d ≠ 0`. -/
def imageTerm (eps d k q : ℝ) (n : ℕ) : ℝ :=
  q / 2 * (coulomb eps (image q (n + 1) (-1) k (-(d / 2)))
    + coulomb eps (image q (n + 1) k (-1) (d / 2)))
```

The model is a static point charge at the midplane, with sharp, flat, unbounded faces, a dielectric that fills the whole half-space beyond its face, and no lateral periodic copies. Within these limits it gives a continuum estimate of how a nearby metal and dielectric shift the energy of a charged defect in the middle of a thin layer, relative to the same defect in unbounded material of permittivity $\varepsilon$.

Below, `HasSum f S` means that the terms of `f` add up to `S` in whatever order they are taken.

## (a) Positions of the images

Show that, for every $n\ge 0$,
$$X_n(r,s,a)=2na .$$

For $n=0$ both sides vanish. The image after $n+1$ reflections is the mirror image in the plane at $a$ of the $n$-reflection image with the two faces exchanged. By induction its position is $2a-2n(-a)=2(n+1)a$. With $a=\pm d/2$ the distance from the origin is $nd$. The Lean induction keeps `r s a` general, because the two faces swap roles at each step.

```lean
/-- After `n` reflections the image lies at `2 n a`. -/
theorem image_position (q : ℝ) (n : ℕ) (r s a : ℝ) : (image q n r s a).2 = 2 * n * a := by
  induction n generalizing r s a with
  | zero => simp [image]
  | succ n ih =>
    simp only [image, reflect, ih]
    push_cast
    ring
```

## (b) Charges after an even number of reflections

Show that
$$Q_{2m}(r,s,a)=q\,(rs)^m .$$

Two further reflections, one in each face, multiply the charge by $rs$ and restore the roles of the faces. Induction on $m$ from $Q_0=q$ gives the result.

```lean
/-- After `2m` reflections the image charge is `q (r s)^m`. -/
theorem image_charge_even (q : ℝ) (m : ℕ) (r s a : ℝ) :
    (image q (2 * m) r s a).1 = q * (r * s) ^ m := by
  induction m generalizing r s a with
  | zero => simp [image]
  | succ m ih =>
    rw [show 2 * (m + 1) = 2 * m + 1 + 1 by ring]
    simp only [image, reflect, ih]
    ring
```

## (c) Charges after an odd number of reflections

Show that
$$Q_{2m+1}(r,s,a)=q\,r\,(rs)^m .$$

The last reflection multiplies the charge $q(sr)^m$ from part (b) by $r$.

```lean
/-- After `2m + 1` reflections the image charge is `q r (r s)^m`. -/
theorem image_charge_odd (q : ℝ) (m : ℕ) (r s a : ℝ) :
    (image q (2 * m + 1) r s a).1 = q * r * (r * s) ^ m := by
  simp only [image, reflect, image_charge_even]
  rw [mul_comm s r]
  ring
```

## (d) Energy of one pair of images

For $\varepsilon,d>0$, show that
$$2\varepsilon d\,U_n=\frac{q\,\bigl[Q_{n+1}(-1,k,-d/2)+Q_{n+1}(k,-1,d/2)\bigr]}{n+1}.$$

By part (a) both images are at distance $(n+1)d$, so their potentials at the origin are their charges divided by $\varepsilon(n+1)d$. Multiplying the sum by $q/2$ and then by $2\varepsilon d$ gives the claim. In the proof, `h1` and `h2` evaluate the two distances.

```lean
lemma imageTerm_eq {eps d : ℝ} (heps : 0 < eps) (hd : 0 < d) (k q : ℝ) (n : ℕ) :
    2 * eps * d * imageTerm eps d k q n = q * ((image q (n + 1) (-1) k (-(d / 2))).1
      + (image q (n + 1) k (-1) (d / 2)).1) / ((n : ℝ) + 1) := by
  have h1 : |2 * ((n + 1 : ℕ) : ℝ) * (-(d / 2))| = ((n : ℝ) + 1) * d := by
    rw [show 2 * ((n + 1 : ℕ) : ℝ) * (-(d / 2)) = -(((n : ℝ) + 1) * d) by push_cast; ring,
      abs_neg, abs_of_pos (by positivity)]
  have h2 : |2 * ((n + 1 : ℕ) : ℝ) * (d / 2)| = ((n : ℝ) + 1) * d := by
    rw [show 2 * ((n + 1 : ℕ) : ℝ) * (d / 2) = ((n : ℝ) + 1) * d by push_cast; ring,
      abs_of_pos (by positivity)]
  simp only [imageTerm, coulomb, image_position, h1, h2]
  field_simp
```

## (e) The logarithm series

For $|k|<1$, show that
$$\sum_{n\ge0}\frac{(-k)^{n+1}}{n+1}=-\ln(1+k).$$

Put $x=-k$ in $\sum_{n\ge0}x^{n+1}/(n+1)=-\ln(1-x)$, which Mathlib supplies.

```lean
lemma hasSum_log {k : ℝ} (hk : |k| < 1) :
    HasSum (fun n : ℕ => (-k) ^ (n + 1) / ((n : ℝ) + 1)) (-log (1 + k)) := by
  have h := Real.hasSum_pow_div_log_of_abs_lt_one (x := -k) (by rwa [abs_neg])
  rwa [sub_neg_eq_add] at h
```

## (f) The arctangent series

For $0<k<1$, show that
$$\sum_{n\ge0}\frac{(-k)^n}{2n+1}=\frac{\arctan\sqrt k}{\sqrt k}.$$

Since $0<\sqrt k<1$, the series $\arctan x=\sum_{n\ge0}(-1)^n x^{2n+1}/(2n+1)$ holds at $x=\sqrt k$. Dividing by $\sqrt k$ leaves $(-1)^n(\sqrt k)^{2n}=(-k)^n$ in each numerator. The equation `e` is this rewriting, term by term.

```lean
lemma hasSum_arctan_sqrt {k : ℝ} (h0 : 0 < k) (h1 : k < 1) :
    HasSum (fun n : ℕ => (-k) ^ n / (2 * (n : ℝ) + 1)) (arctan (√k) / √k) := by
  have hs : 0 < √k := Real.sqrt_pos.2 h0
  have hn : ‖√k‖ < 1 := by
    rw [Real.norm_of_nonneg hs.le]
    exact (Real.sqrt_lt' one_pos).2 (by simpa using h1)
  have e : (fun n : ℕ => (-k) ^ n / (2 * (n : ℝ) + 1)) =
      fun n : ℕ => (-1) ^ n * (√k) ^ (2 * n + 1) / ((2 * n + 1 : ℕ) : ℝ) / √k := by
    funext n
    have hp : (-k) ^ n = (-1) ^ n * (√k) ^ (2 * n) := by
      rw [pow_mul, Real.sq_sqrt h0.le, ← mul_pow, neg_one_mul]
    rw [hp, pow_succ (√k) (2 * n)]
    push_cast
    field_simp
  rw [e]
  exact (Real.hasSum_arctan hn).div_const _
```

## (g) All images in one sum

Let $|k|<1$ and $\varepsilon,d>0$, and let $A$ be the sum of $(-k)^n/(2n+1)$ over $n\ge0$. Show that
$$\sum_{n\ge0}U_n=\frac{q^2\,[(k-1)A-\ln(1+k)]}{2\varepsilon d}.$$

After $2m+1$ reflections the two charges are $-q(-k)^m$ and $qk(-k)^m$, by part (c). Part (d) then gives
$$2\varepsilon d\,U_{2m}=q^2(k-1)\frac{(-k)^m}{2m+1}.$$
After $2m+2$ reflections both charges equal $q(-k)^{m+1}$, by part (b), so
$$2\varepsilon d\,U_{2m+1}=\frac{2q^2(-k)^{m+1}}{2m+2}=q^2\frac{(-k)^{m+1}}{m+1}.$$
The first family sums to $q^2(k-1)A$ and the second, by part (e), to $-q^2\ln(1+k)$. The two formulas for the terms are `e1` and `e2`, and `HasSum.even_add_odd` joins the two sums. Keeping $A$ as a hypothesis lets the lemma serve for $k\le0$ as well.

```lean
lemma hasSum_images {eps d k A : ℝ} (heps : 0 < eps) (hd : 0 < d) (hk : |k| < 1) (q : ℝ)
    (hA : HasSum (fun n : ℕ => (-k) ^ n / (2 * (n : ℝ) + 1)) A) :
    HasSum (imageTerm eps d k q)
      ((q ^ 2 * (k - 1) * A + q ^ 2 * (-log (1 + k))) / (2 * eps * d)) := by
  -- odd numbers of reflections
  have e1 : (fun m : ℕ => 2 * eps * d * imageTerm eps d k q (2 * m)) =
      fun m : ℕ => q ^ 2 * (k - 1) * ((-k) ^ m / (2 * (m : ℝ) + 1)) := by
    funext m
    rw [imageTerm_eq heps hd]
    simp only [image_charge_odd, neg_one_mul, mul_neg_one]
    push_cast
    ring
  -- even numbers of reflections
  have e2 : (fun m : ℕ => 2 * eps * d * imageTerm eps d k q (2 * m + 1)) =
      fun m : ℕ => q ^ 2 * ((-k) ^ (m + 1) / ((m : ℝ) + 1)) := by
    funext m
    have hc : (-k) ^ (m + 1) / ((m : ℝ) + 1) * ((m : ℝ) + 1) = (-k) ^ (m + 1) :=
      div_mul_cancel₀ _ (by positivity)
    rw [imageTerm_eq heps hd, show 2 * m + 1 + 1 = 2 * (m + 1) by ring,
      show ((2 * m + 1 : ℕ) : ℝ) + 1 = 2 * ((m : ℝ) + 1) by push_cast; ring]
    simp only [image_charge_even, neg_one_mul, mul_neg_one]
    rw [div_eq_iff (by positivity)]
    linear_combination (-2 * q ^ 2) * hc
  have h := HasSum.even_add_odd (f := fun n => 2 * eps * d * imageTerm eps d k q n)
    (e1 ▸ hA.mul_left _) (e2 ▸ (hasSum_log hk).mul_left _)
  have hne : 2 * eps * d ≠ 0 := by positivity
  simpa only [mul_div_cancel_left₀ _ hne] using h.div_const (2 * eps * d)
```

## (h) Odd and even reflections paired

For $0<k<1$, show that
$$\sum_{n\ge0}\left[\frac{(-k)^{n+1}}{n+1}+(k-1)\frac{(-k)^n}{2n+1}\right]=-\left[\ln(1+k)+(1-k)\frac{\arctan\sqrt k}{\sqrt k}\right].$$

Each bracket on the left combines $2n+1$ and $2n+2$ reflections, without the prefactor $q^2/(2\varepsilon d)$. Add the series of part (e) to $(k-1)$ times that of part (f).

```lean
/-- For `0 < k < 1` the dimensionless image series, with odd and even reflections paired, sums
to a logarithm and an arctangent. -/
theorem paired_series {k : ℝ} (h0 : 0 < k) (h1 : k < 1) :
    HasSum (fun n : ℕ => (-k) ^ (n + 1) / ((n : ℝ) + 1)
      + (k - 1) * ((-k) ^ n / (2 * (n : ℝ) + 1)))
      (-(log (1 + k) + (1 - k) * (arctan (√k) / √k))) := by
  have h := (hasSum_log (abs_lt.2 ⟨by linarith, h1⟩)).add
    ((hasSum_arctan_sqrt h0 h1).mul_left (k - 1))
  convert h using 1
  ring
```

## (i) Closed form of the energy and its sign

For $0<k<1$ and $\varepsilon,d>0$, show that
$$\sum_{n\ge0}U_n=-\frac{q^2}{2\varepsilon d}\left[\ln(1+k)+(1-k)\frac{\arctan\sqrt k}{\sqrt k}\right],$$
and that this is negative when $q\neq0$.

Insert $A=\arctan(\sqrt k)/\sqrt k$ from part (f) into part (g). For the sign, $\ln(1+k)$, $1-k$, $\arctan\sqrt k$ and $\sqrt k$ are all positive, so the bracket is positive, and so is the prefactor $q^2/(2\varepsilon d)$ for $q\ne0$. The Lean statement is a conjunction of these two claims, and `positivity` assembles the signs.

```lean
/-- For `0 < k < 1` and `eps, d > 0`, the image energy of a charge midway between a metal and a
dielectric face has a closed form, which is negative when `q ≠ 0`. -/
theorem image_energy {eps d k : ℝ} (heps : 0 < eps) (hd : 0 < d) (h0 : 0 < k) (h1 : k < 1)
    (q : ℝ) :
    HasSum (imageTerm eps d k q)
      (-(q ^ 2 / (2 * eps * d)) * (log (1 + k) + (1 - k) * (arctan (√k) / √k))) ∧
    (q ≠ 0 →
      -(q ^ 2 / (2 * eps * d)) * (log (1 + k) + (1 - k) * (arctan (√k) / √k)) < 0) := by
  constructor
  · convert hasSum_images heps hd (abs_lt.2 ⟨by linarith, h1⟩) q (hasSum_arctan_sqrt h0 h1)
      using 1
    ring
  · intro hq
    have hl : 0 < log (1 + k) := Real.log_pos (by linarith)
    have ha : 0 < arctan (√k) := Real.arctan_pos.2 (Real.sqrt_pos.2 h0)
    have hk : 0 < 1 - k := by linarith
    have hs : 0 < √k := Real.sqrt_pos.2 h0
    rw [neg_mul]
    exact neg_neg_of_pos (by positivity)
```

## (j) The sign for every coefficient below one in magnitude

For $|k|<1$, $\varepsilon,d>0$ and $q\ne0$, show that the series converges and
$$\sum_{n\ge0}U_n<0 .$$

For $k>0$ this is part (i). For $k\le0$ put $x=-k$, so $0\le x<1$. The series for $A$ converges by comparison with $\sum x^n$, and part (g) applies. Up to the positive factor $q^2/(2\varepsilon d)$, the paired terms are
$$x^n\left[\frac{x}{n+1}-\frac{1+x}{2n+1}\right].$$
The bracket is negative, because
$$(1+x)(n+1)-x(2n+1)=1+n(1-x)>0 .$$
Hence no term is positive, and the term $n=0$ equals $-1$. The sum is therefore negative. In Lean, `hb` is the comparison of the two fractions, and `hasSum_lt` compares the series with zero, using strict inequality at `i := 0`.

```lean
/-- For `eps, d > 0`, a nonzero charge and any reflection coefficient with `|k| < 1`, the image
series converges and the energy is negative. -/
theorem image_energy_neg {eps d k q : ℝ} (heps : 0 < eps) (hd : 0 < d) (hk : |k| < 1)
    (hq : q ≠ 0) :
    Summable (imageTerm eps d k q) ∧ ∑' n, imageTerm eps d k q n < 0 := by
  obtain ⟨hl, hr⟩ := abs_lt.1 hk
  rcases lt_or_ge 0 k with h0 | h0
  · obtain ⟨hs, hn⟩ := image_energy heps hd h0 hr q
    exact ⟨hs.summable, hs.tsum_eq ▸ hn hq⟩
  · have hk0 : 0 ≤ -k := by linarith
    have hS : Summable (fun n : ℕ => (-k) ^ n / (2 * (n : ℝ) + 1)) :=
      Summable.of_nonneg_of_le (fun n => by positivity)
        (fun n => div_le_self (by positivity) (by linarith [Nat.cast_nonneg (α := ℝ) n]))
        (summable_geometric_of_lt_one hk0 (by linarith))
    obtain ⟨A, hA⟩ := hS
    -- no pair of odd and even numbers of reflections raises the energy, and the first pair lowers it
    have hneg : -log (1 + k) + (k - 1) * A < 0 := by
      refine hasSum_lt (i := 0) (fun n => ?_) ?_
        ((hasSum_log hk).add (hA.mul_left (k - 1))) (hasSum_zero (α := ℝ) (β := ℕ))
      · have hn : (0 : ℝ) ≤ n := Nat.cast_nonneg n
        have hb : -k / ((n : ℝ) + 1) ≤ (1 - k) / (2 * (n : ℝ) + 1) := by
          rw [div_le_div_iff₀ (by positivity) (by positivity)]
          nlinarith [mul_nonneg hn (by linarith : (0 : ℝ) ≤ 1 + k)]
        have hm := mul_le_mul_of_nonneg_left hb (pow_nonneg hk0 n)
        have e : (-k) ^ (n + 1) / ((n : ℝ) + 1) + (k - 1) * ((-k) ^ n / (2 * (n : ℝ) + 1))
            = (-k) ^ n * (-k / ((n : ℝ) + 1))
              - (-k) ^ n * ((1 - k) / (2 * (n : ℝ) + 1)) := by
          rw [pow_succ]
          ring
        change (-k) ^ (n + 1) / ((n : ℝ) + 1)
          + (k - 1) * ((-k) ^ n / (2 * (n : ℝ) + 1)) ≤ 0
        rw [e]
        linarith
      · norm_num
    have hs := hasSum_images heps hd hk q hA
    refine ⟨hs.summable, ?_⟩
    rw [hs.tsum_eq]
    refine div_neg_of_neg_of_pos ?_ (by positivity)
    have hq2 : 0 < q ^ 2 := by positivity
    nlinarith [mul_neg_of_pos_of_neg hq2 hneg]
```

## (k) The coefficient from the boundary conditions

Let $\varepsilon_{\rm out}>0$ be the permittivity beyond the dielectric face (`epsOut`). Consider this face alone, without the metal. Seen from outside, the charge then appears as $tq$ at its true position. Show that continuity of the potential and of the normal displacement at this face gives
$$k=\frac{\varepsilon-\varepsilon_{\rm out}}{\varepsilon+\varepsilon_{\rm out}} .$$

Every point of the face is equally far from the charge and from its image $kq$. After division by common factors, continuity of the potential reads $(1+k)/\varepsilon=t/\varepsilon_{\rm out}$. The charge and its image lie on opposite sides of the face, so their normal displacements there are in the ratio $1:-k$, and continuity of the total reads $1-k=t$. Eliminating $t$ gives $(1+k)\varepsilon_{\rm out}=(1-k)\varepsilon$, which is solved for $k$. The Lean theorem takes the two reduced conditions as the hypotheses `hV` and `hD` and does the elimination.

```lean
/-- For positive permittivities, continuity of the potential and of the normal displacement at
the dielectric face, with transmitted charge fraction `t`, fixes the reflection coefficient. -/
theorem reflection_coefficient {eps epsOut k t : ℝ} (heps : 0 < eps) (hout : 0 < epsOut)
    (hV : (1 + k) / eps = t / epsOut) (hD : 1 - k = t) :
    k = (eps - epsOut) / (eps + epsOut) := by
  rw [div_eq_div_iff heps.ne' hout.ne', ← hD] at hV
  rw [eq_div_iff (by positivity)]
  linear_combination hV
```

## (l) The sign for all positive permittivities

For $\varepsilon,\varepsilon_{\rm out},d>0$ and $q\neq0$, show that
$$\sum_{n\ge0}U_n<0\quad\text{at}\quad k=\frac{\varepsilon-\varepsilon_{\rm out}}{\varepsilon+\varepsilon_{\rm out}} .$$

Both permittivities are positive, so
$$-(\varepsilon+\varepsilon_{\rm out})<\varepsilon-\varepsilon_{\rm out}<\varepsilon+\varepsilon_{\rm out}.$$
Hence $|k|<1$, and part (j) applies. In this model the metal's attraction prevails even when the outer dielectric has the lower permittivity and its nearest image repels the charge.

```lean
/-- With `k` set by the permittivities inside and outside the dielectric face, the image energy
of a nonzero charge is negative for all positive permittivities and `d > 0`. -/
theorem image_energy_neg_of_permittivity {eps epsOut d q : ℝ} (heps : 0 < eps)
    (hout : 0 < epsOut) (hd : 0 < d) (hq : q ≠ 0) :
    ∑' n, imageTerm eps d ((eps - epsOut) / (eps + epsOut)) q n < 0 := by
  have hp : 0 < eps + epsOut := by positivity
  refine (image_energy_neg heps hd (abs_lt.2 ⟨?_, ?_⟩) hq).2
  · rw [lt_div_iff₀ hp]
    linarith
  · rw [div_lt_iff₀ hp]
    linarith

end

end MetalDielectricImages
```

```lean
#print axioms MetalDielectricImages.paired_series
#print axioms MetalDielectricImages.image_energy
#print axioms MetalDielectricImages.reflection_coefficient
#print axioms MetalDielectricImages.image_energy_neg_of_permittivity
```

```
'MetalDielectricImages.paired_series' depends on axioms: [propext, Classical.choice, Quot.sound]
'MetalDielectricImages.image_energy' depends on axioms: [propext, Classical.choice, Quot.sound]
'MetalDielectricImages.reflection_coefficient' depends on axioms: [propext, Classical.choice, Quot.sound]
'MetalDielectricImages.image_energy_neg_of_permittivity' depends on axioms: [propext, Classical.choice, Quot.sound]
```
